# The finite-temperature mean-field pairing free energy is strictly convex in the squared gap and stationary at positive solutions of the gap equation

For a finite, nonempty set of levels at temperature $T>0$, the mean-field free energy of a paired state is a strictly convex function of the squared gap $y=\Delta^2$ on $y\ge 0$. At $\Delta>0$ its slope in $y$ vanishes exactly when the finite-temperature gap equation holds. All levels share this one gap, and the level energies, the chemical potential and the coupling are held fixed throughout.

## Free energy, slope and gap equation

Let $\xi_k$ be the real level energies measured from the chemical potential, $g\neq 0$ the coupling, and $E_k=\sqrt{\xi_k^2+y}$ the quasiparticle energies. Temperature is in energy units, so $k_B=1$. The free energy is

$$F(y)=\frac{y}{g}-2T\sum_k \log\!\Big(2\cosh\frac{E_k}{2T}\Big).$$

With

$$R(y)=\sum_k\frac{\tanh\big(E_k/(2T)\big)}{2E_k},$$

the slope at $y=\Delta^2>0$ is

$$F'(\Delta^2)=\frac{1-g\,R(\Delta^2)}{g},$$

and the gap equation is $g\,R(\Delta^2)=1$.

Two further results concern a solution $\Delta>0$ of this equation. Its free energy is strictly below that of the normal state, $F(\Delta^2)<F(0)$. When such a solution exists, $F$ is not convex as a function of $\Delta$ itself.

The coupling $g$ stands for a pairing interaction of equal strength between all levels, and it is attractive for $g>0$. Each $k$ stands for one pair of time-reversed states, which is where the factor 2 in front of $T$ comes from. Since the chemical potential is fixed, $F$ is what many texts call the grand potential, up to a constant independent of $y$.

## Minimising over Δ² in a mean-field code

A BCS-type code with a single gap and fixed level energies can find a positive gap by minimising $F$ or by solving $gR=1$. The slope formula connects the two routes: the residual $1-gR$ is $g$ times the gradient of $F$ with respect to $y$. For $g>0$ the residual therefore has the sign of the gradient, and it increases strictly with $y$. A root finder in $y$ has at most one positive root to find.

The choice of variable matters to a minimiser. In $y$ the problem is strictly convex, so a stationary point at $y>0$ is the unique minimum on $y\ge 0$. In $\Delta$ the gradient is $2\Delta F'(\Delta^2)$, which tends to zero as $\Delta\to 0$ even when a paired state lies lower. A descent started at $\Delta=0$ then stays in the normal state.

The inequality $F(\Delta^2)<F(0)$ fixes the sign of the free-energy difference that such a code reports for a converged positive gap. A positive value of $F(\Delta^2)-F(0)$ beyond rounding error points to an inconsistency, for instance different conventions for $g$ in the energy and in the gap equation.

## From tanh x / x to strict convexity

**The function $\tanh x/x$ decreases.** For $x>0$ write it as $\sinh x/(x\cosh x)$. The numerator of its derivative is

$$x\cosh^2x-\sinh x\,(\cosh x+x\sinh x)=x-\sinh x\cosh x,$$

and the denominator is $(x\cosh x)^2>0$. Since $\sinh x>x$ and $\cosh x\ge 1$, we have $\sinh x\cosh x\ge\sinh x>x$, so the derivative is negative.

**The sum $R$ decreases.** With $x_k=E_k/(2T)$, each term of $R$ is

$$\frac{\tanh x_k}{2E_k}=\frac{1}{4T}\,\frac{\tanh x_k}{x_k}.$$

For $y>0$ every $E_k$ is positive and grows strictly with $y$. Each term therefore decreases strictly, and so does the sum, because there is at least one term.

**The slope of $F$.** For $y>0$ we have $dE_k/dy=1/(2E_k)$. The chain rule gives

$$\frac{d}{dy}\log\!\Big(2\cosh\frac{E_k}{2T}\Big)=\tanh\!\Big(\frac{E_k}{2T}\Big)\,\frac{1}{2T}\,\frac{1}{2E_k}.$$

Multiplying by $2T$ and summing over $k$ gives $R(y)$, so

$$F'(y)=\frac1g-R(y)=\frac{1-gR(y)}{g}.$$

Since $g\ne0$, this vanishes exactly when $gR(y)=1$.

**Strict convexity.** $F'$ increases strictly on $y>0$ because $R$ decreases strictly, and $F$ is continuous down to $y=0$. Take $0\le a<c<b$. By the mean value theorem there are $u\in(a,c)$ and $v\in(c,b)$ with

$$\frac{F(c)-F(a)}{c-a}=F'(u)<F'(v)=\frac{F(b)-F(c)}{b-c}.$$

Chord slopes that increase in this way are equivalent to strict convexity. The endpoint $a=0$ is included, although no derivative is used there.

**Comparison with the normal state.** Let $\Delta>0$ solve the gap equation, so that $1/g=R(\Delta^2)$. For some $c\in(0,\Delta^2)$,

$$F(\Delta^2)-F(0)=\Delta^2\big(R(\Delta^2)-R(c)\big)<0.$$

**Loss of convexity in $\Delta$.** The normal state is the midpoint of the gaps $\Delta$ and $-\Delta$. Convexity of $D\mapsto F(D^2)$ would give

$$F(0)\le\tfrac12F(\Delta^2)+\tfrac12F\big((-\Delta)^2\big)=F(\Delta^2),$$

which contradicts the previous inequality.

## Lean source for the free energy and its slope

```lean
import Mathlib

open Set

namespace ThermalPairingFreeEnergy

noncomputable section

variable {ι : Type*} [Fintype ι]

/-- The thermal free energy of the paired state as a function of the squared gap `y`, up to a
constant independent of `y`, for level energies `ξ k`, coupling `g ≠ 0` and temperature `T > 0`. -/
def freeEnergy (ξ : ι → ℝ) (g T y : ℝ) : ℝ :=
  y / g - 2 * T * ∑ k, Real.log (2 * Real.cosh (√(ξ k ^ 2 + y) / (2 * T)))

/-- The sum over levels of `tanh (E / (2 T)) / (2 E)` with `E = √(ξ² + y)`, which enters the gap
equation; its domain is `T > 0` and `y > 0`. -/
def pairSum (ξ : ι → ℝ) (T y : ℝ) : ℝ :=
  ∑ k, Real.tanh (√(ξ k ^ 2 + y) / (2 * T)) / (2 * √(ξ k ^ 2 + y))

/-- The function `tanh x / x` is strictly decreasing for `x > 0`. -/
theorem tanh_div_self_strictAnti : StrictAntiOn (fun x : ℝ => Real.tanh x / x) (Ioi 0) := by
  have hd : ∀ x : ℝ, 0 < x → HasDerivAt (fun x => Real.sinh x / (x * Real.cosh x))
      ((x - Real.sinh x * Real.cosh x) / (x * Real.cosh x) ^ 2) x := by
    intro x hx
    have h := (Real.hasDerivAt_sinh x).fun_div
      ((hasDerivAt_id' x).fun_mul (Real.hasDerivAt_cosh x)) (mul_pos hx (Real.cosh_pos x)).ne'
    refine h.congr_deriv ?_
    congr 1
    linear_combination x * Real.cosh_sq x
  have hs : StrictAntiOn (fun x : ℝ => Real.sinh x / (x * Real.cosh x)) (Ioi 0) := by
    refine strictAntiOn_of_deriv_neg (convex_Ioi 0)
      (fun x hx => (hd x hx).continuousAt.continuousWithinAt) ?_
    intro x hx
    rw [interior_Ioi] at hx
    have hx0 : 0 < x := hx
    rw [(hd x hx0).deriv]
    -- the sign of the derivative is that of `x - sinh x cosh x`
    have h1 : x < Real.sinh x := Real.self_lt_sinh_iff.mpr hx0
    have h2 : 0 ≤ Real.sinh x * (Real.cosh x - 1) :=
      mul_nonneg (by linarith) (by linarith [Real.one_le_cosh x])
    exact div_neg_of_neg_of_pos (by linarith) (pow_pos (mul_pos hx0 (Real.cosh_pos x)) 2)
  have e : ∀ x : ℝ, Real.tanh x / x = Real.sinh x / (x * Real.cosh x) := by
    intro x
    rw [Real.tanh_eq_sinh_div_cosh, div_div, mul_comm (Real.cosh x)]
  intro a ha b hb hab
  show Real.tanh b / b < Real.tanh a / a
  rw [e b, e a]
  exact hs ha hb hab

/-- For at least one level and `T > 0`, the sum in the gap equation strictly decreases as the
squared gap `y > 0` grows. -/
theorem pairSum_strictAnti [Nonempty ι] (ξ : ι → ℝ) {T : ℝ} (hT : 0 < T) :
    StrictAntiOn (pairSum ξ T) (Ioi 0) := by
  have key : ∀ E t : ℝ, t / (2 * E) = t / (E / (2 * T)) / (4 * T) := by
    intro E t
    have hc : E / (2 * T) * (2 * T) = E := by field_simp
    have h : E / (2 * T) * (4 * T) = 2 * E := by linear_combination 2 * hc
    rw [div_div, h]
  intro y hy z hz hyz
  have hy0 : 0 < y := hy
  have hz0 : 0 < z := hz
  unfold pairSum
  refine Finset.sum_lt_sum_of_nonempty Finset.univ_nonempty fun k _ => ?_
  have hEy : 0 < √(ξ k ^ 2 + y) := Real.sqrt_pos.mpr (by positivity)
  have hEz : 0 < √(ξ k ^ 2 + z) := Real.sqrt_pos.mpr (by positivity)
  have hE : √(ξ k ^ 2 + y) < √(ξ k ^ 2 + z) :=
    Real.sqrt_lt_sqrt (by positivity) (by linarith)
  have h2T : 0 < 2 * T := by positivity
  have h := tanh_div_self_strictAnti (mem_Ioi.mpr (div_pos hEy h2T))
    (mem_Ioi.mpr (div_pos hEz h2T)) (div_lt_div_of_pos_right hE h2T)
  rw [key √(ξ k ^ 2 + z), key √(ξ k ^ 2 + y)]
  exact div_lt_div_of_pos_right h (by positivity)

/-- The free energy is a continuous function of the squared gap. -/
theorem freeEnergy_continuous (ξ : ι → ℝ) (g T : ℝ) : Continuous (freeEnergy ξ g T) := by
  unfold freeEnergy
  refine (continuous_id.div_const g).sub (continuous_const.mul
    (continuous_finsetSum _ fun k _ => Continuous.log ?_ fun y => ?_))
  · have hE : Continuous fun y : ℝ => √(ξ k ^ 2 + y) / (2 * T) := by fun_prop
    exact continuous_const.mul (Real.continuous_cosh.comp hE)
  · exact (mul_pos two_pos (Real.cosh_pos _)).ne'

/-- For `T > 0` and squared gap `y > 0`, the slope of the free energy in `y` is `1 / g` minus the
sum in the gap equation. -/
theorem freeEnergy_hasDerivAt (ξ : ι → ℝ) (g : ℝ) {T y : ℝ} (hT : 0 < T) (hy : 0 < y) :
    HasDerivAt (freeEnergy ξ g T) (1 / g - pairSum ξ T y) y := by
  have alg : ∀ s c d : ℝ, c ≠ 0 → 2 * (s * d) / (2 * c) = s / c * d := by
    intro s c d hc
    field_simp
  -- chain rule for a single level
  have hk : ∀ k, HasDerivAt (fun y => Real.log (2 * Real.cosh (√(ξ k ^ 2 + y) / (2 * T))))
      (Real.tanh (√(ξ k ^ 2 + y) / (2 * T)) / (2 * √(ξ k ^ 2 + y)) / (2 * T)) y := by
    intro k
    have h1 : HasDerivAt (fun y : ℝ => ξ k ^ 2 + y) 1 y := (hasDerivAt_id' y).const_add _
    have hne : ξ k ^ 2 + y ≠ 0 := by positivity
    have h2 := (h1.sqrt hne).div_const (2 * T)
    have h3 := (h2.cosh.const_mul 2).log (mul_pos two_pos (Real.cosh_pos _)).ne'
    refine h3.congr_deriv ?_
    rw [alg _ _ _ (Real.cosh_pos _).ne', Real.tanh_eq_sinh_div_cosh]
    ring
  have hsum := (HasDerivAt.fun_sum (u := Finset.univ) fun k _ => hk k).const_mul (2 * T)
  have h := ((hasDerivAt_id' y).div_const g).fun_sub hsum
  have hcancel : ∀ x : ℝ, 2 * T * (x / (2 * T)) = x := by
    intro x
    field_simp
  refine h.congr_deriv ?_
  unfold pairSum
  rw [Finset.mul_sum]
  simp only [hcancel]

/-- For at least one level, `g ≠ 0` and `T > 0`, the free energy is strictly convex in the squared
gap on `y ≥ 0`. At `y = Δ²` with `Δ > 0` its derivative is `(1 - g R) / g`, where `R` is the sum in
the gap equation, and it vanishes exactly when the gap equation `g R = 1` holds. -/
theorem freeEnergy_strictConvex_and_stationary_iff_gap [Nonempty ι] (ξ : ι → ℝ) {g T : ℝ}
    (hg : g ≠ 0) (hT : 0 < T) :
    StrictConvexOn ℝ (Ici 0) (freeEnergy ξ g T) ∧
      ∀ Δ : ℝ, 0 < Δ →
        HasDerivAt (freeEnergy ξ g T) ((1 - g * pairSum ξ T (Δ ^ 2)) / g) (Δ ^ 2) ∧
        (deriv (freeEnergy ξ g T) (Δ ^ 2) = 0 ↔ g * pairSum ξ T (Δ ^ 2) = 1) := by
  constructor
  · -- the derivative increases strictly because the pair sum decreases strictly
    refine StrictMonoOn.strictConvexOn_of_deriv (convex_Ici 0)
      (freeEnergy_continuous ξ g T).continuousOn ?_
    rw [interior_Ici]
    intro a ha b hb hab
    rw [(freeEnergy_hasDerivAt ξ g hT ha).deriv, (freeEnergy_hasDerivAt ξ g hT hb).deriv]
    have h := pairSum_strictAnti ξ hT ha hb hab
    linarith
  · intro Δ hΔ
    have hd : HasDerivAt (freeEnergy ξ g T) ((1 - g * pairSum ξ T (Δ ^ 2)) / g) (Δ ^ 2) := by
      refine (freeEnergy_hasDerivAt ξ g hT (pow_pos hΔ 2)).congr_deriv ?_
      rw [sub_div, mul_div_assoc, mul_div_left_comm, div_self hg, mul_one]
    refine ⟨hd, ?_⟩
    rw [hd.deriv, div_eq_zero_iff]
    constructor
    · rintro (h | h)
      · linarith
      · exact absurd h hg
    · intro h
      left
      linarith

/-- At `T > 0`, a solution `Δ > 0` of the gap equation has strictly lower free energy than the
normal state `Δ = 0`. -/
theorem freeEnergy_lt_normal (ξ : ι → ℝ) {g T Δ : ℝ} (hT : 0 < T) (hΔ : 0 < Δ)
    (hgap : g * pairSum ξ T (Δ ^ 2) = 1) :
    freeEnergy ξ g T (Δ ^ 2) < freeEnergy ξ g T 0 := by
  rcases isEmpty_or_nonempty ι with hι | hι
  · simp [pairSum] at hgap
  have hg : g ≠ 0 := by
    rintro rfl
    simp at hgap
  have hy : 0 < Δ ^ 2 := pow_pos hΔ 2
  -- the mean slope between `0` and `Δ²` is attained at an interior point, where it is negative
  obtain ⟨c, hc, he⟩ := exists_hasDerivAt_eq_slope (freeEnergy ξ g T)
    (fun y => 1 / g - pairSum ξ T y) hy (freeEnergy_continuous ξ g T).continuousOn
    (fun y hy => freeEnergy_hasDerivAt ξ g hT hy.1)
  have hanti := pairSum_strictAnti ξ hT (mem_Ioi.mpr hc.1) (mem_Ioi.mpr hy) hc.2
  have hinv : 1 / g = pairSum ξ T (Δ ^ 2) := by
    rw [div_eq_iff hg]
    linarith
  by_contra hcon
  have hnn : 0 ≤ (freeEnergy ξ g T (Δ ^ 2) - freeEnergy ξ g T 0) / (Δ ^ 2 - 0) :=
    div_nonneg (by linarith [not_lt.mp hcon]) (by linarith)
  rw [← he] at hnn
  linarith

/-- If the gap equation has a solution `Δ > 0` at `T > 0`, the free energy is not convex as a
function of the gap itself. -/
theorem freeEnergy_not_convex_in_gap (ξ : ι → ℝ) {g T Δ : ℝ} (hT : 0 < T) (hΔ : 0 < Δ)
    (hgap : g * pairSum ξ T (Δ ^ 2) = 1) :
    ¬ ConvexOn ℝ univ (fun D : ℝ => freeEnergy ξ g T (D ^ 2)) := by
  intro h
  -- the normal state is the midpoint of the gaps `Δ` and `-Δ`
  have hm := h.2 (mem_univ Δ) (mem_univ (-Δ)) (by norm_num : (0 : ℝ) ≤ 1 / 2)
    (by norm_num : (0 : ℝ) ≤ 1 / 2) (by norm_num)
  have e : (1 / 2 : ℝ) • Δ + (1 / 2 : ℝ) • (-Δ) = 0 := by
    rw [smul_eq_mul, smul_eq_mul]
    ring
  have e0 : (0 : ℝ) ^ 2 = 0 := by norm_num
  rw [e] at hm
  simp only [smul_eq_mul, neg_sq, e0] at hm
  linarith [freeEnergy_lt_normal ξ hT hΔ hgap]

end

end ThermalPairingFreeEnergy
```

```lean
#print axioms ThermalPairingFreeEnergy.freeEnergy_strictConvex_and_stationary_iff_gap
#print axioms ThermalPairingFreeEnergy.freeEnergy_not_convex_in_gap
```

```
'ThermalPairingFreeEnergy.freeEnergy_strictConvex_and_stationary_iff_gap' depends on axioms: [propext, Classical.choice, Quot.sound]
'ThermalPairingFreeEnergy.freeEnergy_not_convex_in_gap' depends on axioms: [propext, Classical.choice, Quot.sound]
```

## Levels, coupling and gap as Lean objects

The levels are indexed by a finite type `ι`, and `ξ : ι → ℝ` assigns an energy to each. Degenerate levels and levels with $\xi_k=0$ are allowed. The function `freeEnergy ξ g T y` is $F(y)$, and `pairSum ξ T y` is $R(y)$.

The main theorem, `freeEnergy_strictConvex_and_stationary_iff_gap`, assumes `[Nonempty ι]`, `g ≠ 0` and `0 < T`. With no levels at all, $F$ would be the straight line $y/g$, which is not strictly convex. The first part of the conclusion is strict convexity on `Ici 0`, the closed half-line $y\ge0$. The second part holds for every real `Δ` with `0 < Δ`: `HasDerivAt` states that $F$ is differentiable at $\Delta^2$ with the slope given above, and the equivalence states that this slope is zero exactly when `g * pairSum ξ T (Δ ^ 2) = 1`.

The sign of $g$ is free. For a repulsive coupling, $g<0$, the convexity still holds, but the gap equation has no solution because $R>0$.

In `freeEnergy_lt_normal` and `freeEnergy_not_convex_in_gap` the gap equation is the hypothesis `hgap`. It already forces $g\neq0$ and at least one level, so neither is assumed separately. The second of these theorems lets the gap range over all real numbers, negative ones included.

## Monotonicity, chain rule and mean values in the proofs

`tanh_div_self_strictAnti` computes the derivative of $\sinh x/(x\cosh x)$ and reads off its sign from `Real.self_lt_sinh_iff` and `Real.one_le_cosh`. `pairSum_strictAnti` rescales each term by $1/(4T)$, in the auxiliary statement `key`, and compares the two sums term by term.

`freeEnergy_hasDerivAt` builds the chain rule from the inside out: square root, division by $2T$, hyperbolic cosine, logarithm. It then sums over the levels. `freeEnergy_continuous` supplies the continuity that brings in the endpoint $y=0$.

In the main theorem, `StrictMonoOn.strictConvexOn_of_deriv` replaces the chord argument: it takes continuity on the closed half-line and a strictly increasing derivative in the interior. The comparison with the normal state obtains the intermediate point $c$ from `exists_hasDerivAt_eq_slope` and argues by contradiction. The last theorem applies the definition of convexity at $\Delta$ and $-\Delta$ with weights one half.

## Fixed levels and a free energy taken as given

The formula for $F$ enters as a definition. The step from an interacting Hamiltonian to this formula, through the mean-field decoupling and the Bogoliubov transformation, has to be supplied by the physics. The gap equation, by contrast, comes out of differentiating $F$.

The results apply to one real gap shared by all levels. They do not cover a gap that depends on $k$, or several coupled gaps. Nor do they cover a calculation at fixed particle number, where the chemical potential, and with it every $\xi_k$, can shift with $\Delta$.

No theorem states that a positive solution exists, and at high enough temperature there is none. The case $T=0$ and the limit of infinitely many levels are also left open. The statements concern real numbers, so they bound neither rounding errors nor the number of iterations a solver needs.

One point needs care in an implementation. At $y=0$, a level with $\xi_k=0$ turns its term in $R$ into $0/0$, which Lean evaluates as $0$, whereas the limit is $1/(4T)$. The theorems use $R$ only at $y>0$, but a code that evaluates the residual at zero gap should insert the limit.
